# A Hermitian Jastrow matrix keeps a finite-basis Hamiltonian normal only if the two commute

Suppose a state is expanded in the right eigenvectors of a transcorrelated Hamiltonian, with overlaps with those same vectors as coefficients. The coefficients are in general wrong. The similarity transformation preserves the eigenvalues, but the eigenvectors need not stay orthogonal. An orthonormal eigenbasis exists exactly when the matrix is normal, so the problem is to find which Jastrow factors preserve normality.

Here $H$ and $J$ are complex square matrices over a finite set `n` that labels an orthonormal basis. A Hermitian $J$ stands for a real correlation function acting by multiplication. Lean writes the adjoint $A^\dagger$ as `Aᴴ`.

```lean
import Mathlib

open Matrix NormedSpace
open scoped ComplexOrder

namespace TranscorrelatedNormality

variable {n : Type*} [Fintype n] [DecidableEq n]
```

A matrix is normal when $A^\dagger A=AA^\dagger$.

```lean
/-- A complex matrix is normal when it commutes with its conjugate transpose. -/
def IsNormal (A : Matrix n n ℂ) : Prop := Aᴴ * A = A * Aᴴ
```

The transformed matrix is $A=e^{-J}He^{J}$, built from the matrices of $H$ and $J$. In practice the operator is often transformed first and then projected onto a basis. That generally gives a different matrix, and the results below do not apply to it directly.

```lean
/-- The transcorrelated Hamiltonian `exp(-J) H exp(J)` in a finite basis. -/
noncomputable def transcorrelated (H J : Matrix n n ℂ) : Matrix n n ℂ :=
  NormedSpace.exp (-J) * H * NormedSpace.exp J
```

## (a) Undoing the Jastrow factor

Show that $e^{-J}$ is a left inverse of $e^{J}$:
$$e^{-J}e^{J}=1.$$

Since $-J$ and $J$ commute, the exponents add: $e^{-J}e^{J}=e^{-J+J}=e^{0}=1$.

```lean
/-- The exponential of `-J` is a left inverse of the exponential of `J`. -/
theorem exp_neg_mul_exp (J : Matrix n n ℂ) :
    NormedSpace.exp (-J) * NormedSpace.exp J = 1 := by
  rw [← Matrix.exp_add_of_commute _ _ ((Commute.refl J).neg_left), neg_add_cancel,
    NormedSpace.exp_zero]
```

## (b) Passing an intertwiner to the adjoints

Let $A$ and $B$ be any normal matrices with $AX=XB$. Show that
$$A^\dagger X=XB^\dagger.$$

Put $D=A^\dagger X-XB^\dagger$. Expanding, then using $AA^\dagger=A^\dagger A$, $AX=XB$ and $X^\dagger A^\dagger=B^\dagger X^\dagger$, gives
$$\begin{aligned}D^\dagger D&=X^\dagger AA^\dagger X-X^\dagger AXB^\dagger-BX^\dagger A^\dagger X+BX^\dagger XB^\dagger\\&=B^\dagger X^\dagger XB-X^\dagger XBB^\dagger-BB^\dagger X^\dagger X+BX^\dagger XB^\dagger.\end{aligned}$$
By cyclicity, and normality of $B$ in the last term, each product has trace $\operatorname{tr}(X^\dagger XBB^\dagger)$. The signs cancel, so $\sum_{ij}|D_{ij}|^2=\operatorname{tr}D^\dagger D=0$ and $D=0$. In Lean, `e` is the expansion and `t1`, `t2`, `t3` compare the traces.

```lean
/-- If `X` intertwines two normal matrices, it also intertwines their adjoints. -/
theorem adjoint_intertwines {A B X : Matrix n n ℂ} (hA : IsNormal A) (hB : IsNormal B)
    (h : A * X = X * B) : Aᴴ * X = X * Bᴴ := by
  have hA' : Aᴴ * A = A * Aᴴ := hA
  have hB' : Bᴴ * B = B * Bᴴ := hB
  have hs : Xᴴ * Aᴴ = Bᴴ * Xᴴ := by
    rw [← conjTranspose_mul, h, conjTranspose_mul]
  -- expand `Dᴴ * D` for the difference `D = Aᴴ * X - X * Bᴴ`
  have e : (Aᴴ * X - X * Bᴴ)ᴴ * (Aᴴ * X - X * Bᴴ) =
      Bᴴ * (Xᴴ * X * B) - Xᴴ * X * (B * Bᴴ) - B * Bᴴ * (Xᴴ * X) + B * (Xᴴ * X * Bᴴ) := by
    rw [conjTranspose_sub, conjTranspose_mul, conjTranspose_mul,
      conjTranspose_conjTranspose, conjTranspose_conjTranspose]
    calc (Xᴴ * A - B * Xᴴ) * (Aᴴ * X - X * Bᴴ)
        = Xᴴ * (A * Aᴴ) * X - Xᴴ * (A * X) * Bᴴ - B * (Xᴴ * Aᴴ) * X
          + B * (Xᴴ * X * Bᴴ) := by noncomm_ring
      _ = (Xᴴ * Aᴴ) * (A * X) - Xᴴ * (A * X) * Bᴴ - B * (Xᴴ * Aᴴ) * X
          + B * (Xᴴ * X * Bᴴ) := by rw [← hA']; noncomm_ring
      _ = _ := by rw [hs, h]; noncomm_ring
  -- by cyclicity of the trace and normality of `B`, the traces of the four terms cancel
  have t1 : trace (Bᴴ * (Xᴴ * X * B)) = trace (Xᴴ * X * (B * Bᴴ)) := by
    rw [trace_mul_comm, Matrix.mul_assoc (Xᴴ * X)]
  have t2 : trace (B * Bᴴ * (Xᴴ * X)) = trace (Xᴴ * X * (B * Bᴴ)) := trace_mul_comm _ _
  have t3 : trace (B * (Xᴴ * X * Bᴴ)) = trace (Xᴴ * X * (B * Bᴴ)) := by
    rw [trace_mul_comm, Matrix.mul_assoc (Xᴴ * X), hB']
  apply sub_eq_zero.mp
  apply Matrix.trace_conjTranspose_mul_self_eq_zero_iff.mp
  rw [e, trace_add, trace_sub, trace_sub, t1, t2, t3]
  ring
```

## (c) The eigenbasis of the Jastrow matrix

For Hermitian $J$, find a unitary $U$ and real numbers $d_i$ with
$$J=U\,\mathrm{diag}(d_i)\,U^\dagger.$$

Induct on the dimension; dimension zero is trivial. Otherwise the characteristic polynomial has a root $\lambda$, with unit eigenvector $u$, and $\lambda=u^\dagger Ju$ is real. If $u^\dagger v=0$, then $u^\dagger Jv=(Ju)^\dagger v=\lambda u^\dagger v=0$, so $J$ maps the orthogonal complement of $u$ to itself, and the induction continues there. The orthonormal eigenvectors are the columns of $U$. Lean takes this from Mathlib's spectral theorem.

```lean
/-- A Hermitian matrix is diagonalised by a unitary matrix, with real eigenvalues. -/
theorem exists_eigenbasis {J : Matrix n n ℂ} (hJ : J.IsHermitian) :
    ∃ (U : Matrix n n ℂ) (d : n → ℝ), Uᴴ * U = 1 ∧ U * Uᴴ = 1 ∧
      J = U * diagonal (fun i => (d i : ℂ)) * Uᴴ := by
  have h := hJ.spectral_theorem
  rw [Unitary.conjStarAlgAut_apply] at h
  exact ⟨hJ.eigenvectorUnitary, hJ.eigenvalues,
    Matrix.mem_unitaryGroup_iff'.mp hJ.eigenvectorUnitary.2,
    Matrix.mem_unitaryGroup_iff.mp hJ.eigenvectorUnitary.2, h⟩
```

## (d) From the exponential back to its exponent

Let $J$ be Hermitian and $K$ any matrix. Show that
$$Ke^{J}=e^{J}K\quad\Longrightarrow\quad KJ=JK.$$

With $U$ and $d_i$ from (c), $e^{J}=U\,\mathrm{diag}(e^{d_i})\,U^\dagger$. Put $M=U^\dagger KU$. The assumption becomes $M_{ij}e^{d_j}=e^{d_i}M_{ij}$ (`hM`). Where $M_{ij}\neq0$, injectivity of the real exponential gives $d_j=d_i$. Hence $M_{ij}d_j=d_iM_{ij}$ for all $i,j$ (`hD`), and transforming back gives $KJ=JK$.

```lean
/-- A matrix that commutes with the exponential of a Hermitian `J` commutes with `J`. -/
theorem commute_of_commute_exp {K J : Matrix n n ℂ} (hJ : J.IsHermitian)
    (h : K * NormedSpace.exp J = NormedSpace.exp J * K) : K * J = J * K := by
  obtain ⟨U, d, h1, h2, hd⟩ := exists_eigenbasis hJ
  have hexp : NormedSpace.exp (fun i => (d i : ℂ)) =
      fun i => ((Real.exp (d i) : ℝ) : ℂ) := by
    funext i
    have hi : NormedSpace.exp (fun i => (d i : ℂ)) i = NormedSpace.exp (d i : ℂ) :=
      NormedSpace.map_exp (Pi.evalRingHom (fun _ : n => ℂ) i) (continuous_apply i) _
    rw [← Complex.exp_eq_exp_ℂ, ← Complex.ofReal_exp] at hi
    exact hi
  have hE : NormedSpace.exp J =
      U * diagonal (fun i => ((Real.exp (d i) : ℝ) : ℂ)) * Uᴴ := by
    have hU : U⁻¹ = Uᴴ := Matrix.inv_eq_right_inv h2
    have hunit : IsUnit U := ⟨⟨U, Uᴴ, h2, h1⟩, rfl⟩
    rw [hd, ← hU, Matrix.exp_conj _ _ hunit, Matrix.exp_diagonal, hexp]
  rw [hE] at h
  -- pass to the eigenbasis of `J`
  have hM : Uᴴ * K * U * diagonal (fun i => ((Real.exp (d i) : ℝ) : ℂ)) =
      diagonal (fun i => ((Real.exp (d i) : ℝ) : ℂ)) * (Uᴴ * K * U) := by
    generalize diagonal (fun i => ((Real.exp (d i) : ℝ) : ℂ)) = E at h ⊢
    calc Uᴴ * K * U * E = Uᴴ * K * U * E * (Uᴴ * U) := by rw [h1, mul_one]
      _ = Uᴴ * (K * (U * E * Uᴴ)) * U := by noncomm_ring
      _ = Uᴴ * (U * E * Uᴴ * K) * U := by rw [h]
      _ = (Uᴴ * U) * (E * (Uᴴ * K * U)) := by noncomm_ring
      _ = E * (Uᴴ * K * U) := by rw [h1, one_mul]
  -- nonzero matrix elements connect equal eigenvalues only
  have hD : Uᴴ * K * U * diagonal (fun i => (d i : ℂ)) =
      diagonal (fun i => (d i : ℂ)) * (Uᴴ * K * U) := by
    ext i j
    have e := congrFun (congrFun hM i) j
    rw [mul_diagonal, diagonal_mul] at e ⊢
    by_cases hz : (Uᴴ * K * U) i j = 0
    · rw [hz, zero_mul, mul_zero]
    · have hc : ((Real.exp (d j) : ℝ) : ℂ) = ((Real.exp (d i) : ℝ) : ℂ) :=
        mul_left_cancel₀ hz (e.trans (mul_comm _ _))
      have hij : d j = d i := Real.exp_injective (Complex.ofReal_injective hc)
      rw [hij, mul_comm]
  rw [hd]
  generalize diagonal (fun i => (d i : ℂ)) = D at hD ⊢
  calc K * (U * D * Uᴴ) = (U * Uᴴ) * K * (U * D * Uᴴ) := by rw [h2, one_mul]
    _ = U * (Uᴴ * K * U * D) * Uᴴ := by noncomm_ring
    _ = U * (D * (Uᴴ * K * U)) * Uᴴ := by rw [hD]
    _ = U * D * Uᴴ * K * (U * Uᴴ) := by noncomm_ring
    _ = U * D * Uᴴ * K := by rw [h2, mul_one]
```

## (e) The criterion for normality

Let $H$ be normal, as every Hermitian $H$ is, and $J$ Hermitian. Show that
$$e^{-J}He^{J}\ \text{is normal}\iff HJ=JH.$$

Write $X=e^{J}=X^\dagger$ and $A=X^{-1}HX$, so that $HX=XA$. If $A$ is normal, (b) gives $H^\dagger X=XA^\dagger$. Inserting $A^\dagger=XH^\dagger X^{-1}$ and multiplying by $X$ on the right gives
$$H^\dagger X^2=X^2H^\dagger.$$
The adjoint of this equation says that $H$ commutes with $X^2=e^{2J}$. By (d), $H$ commutes with $2J$ (`J + J` in Lean), hence with $J$.

Conversely, if $HJ=JH$, then $H$ commutes with $e^{J}$, so $A=e^{-J}e^{J}H=H$, which is normal.

```lean
/-- For normal `H` and Hermitian `J`, the transformed matrix `exp(-J) H exp(J)` is normal
if and only if `H` and `J` commute. -/
theorem transcorrelated_normal_iff {H J : Matrix n n ℂ} (hH : IsNormal H)
    (hJ : J.IsHermitian) : IsNormal (transcorrelated H J) ↔ H * J = J * H := by
  have hZX := exp_neg_mul_exp J
  have hXZ : NormedSpace.exp J * NormedSpace.exp (-J) = 1 := mul_eq_one_comm.mp hZX
  constructor
  · intro hA
    have hX : (NormedSpace.exp J)ᴴ = NormedSpace.exp J := by
      rw [← Matrix.exp_conjTranspose, hJ.eq]
    have hZ : (NormedSpace.exp (-J))ᴴ = NormedSpace.exp (-J) := by
      rw [← Matrix.exp_conjTranspose, conjTranspose_neg, hJ.eq]
    have hI : H * NormedSpace.exp J = NormedSpace.exp J * transcorrelated H J := by
      rw [transcorrelated, ← mul_assoc, ← mul_assoc, hXZ, one_mul]
    have hs := adjoint_intertwines hH hA hI
    rw [transcorrelated, conjTranspose_mul, conjTranspose_mul, hX, hZ] at hs
    -- the adjoint of `H` commutes with `exp(J)` squared, hence so does `H`
    have k : Hᴴ * (NormedSpace.exp J * NormedSpace.exp J) =
        NormedSpace.exp J * NormedSpace.exp J * Hᴴ := by
      rw [← mul_assoc, hs]
      simp only [mul_assoc, hZX, mul_one]
    have k' := congrArg conjTranspose k
    simp only [conjTranspose_mul, conjTranspose_conjTranspose, hX] at k'
    have h2 : H * (J + J) = (J + J) * H := by
      apply commute_of_commute_exp (hJ.add hJ)
      rw [Matrix.exp_add_of_commute _ _ (Commute.refl J)]
      exact k'.symm
    rw [mul_add, add_mul] at h2
    ext i j
    have e := congrFun (congrFun h2 i) j
    simp only [Matrix.add_apply] at e
    linear_combination e / 2
  · intro h
    have hc : H * NormedSpace.exp J = NormedSpace.exp J * H :=
      (show Commute H J from h).exp_right
    have hself : transcorrelated H J = H := by
      rw [transcorrelated, mul_assoc, hc, ← mul_assoc, hZX, one_mul]
    rw [hself]
    exact hH
```

Requiring $J$ only to be normal would not be enough. Take
$$H=\begin{pmatrix}1&0\\0&-1\end{pmatrix},\qquad J=\begin{pmatrix}0&i\\i&0\end{pmatrix}.$$
Here $J^\dagger=-J$, so $e^{J}$ is unitary and $e^{-J}He^{J}$ is Hermitian, hence normal. Yet $HJ=-JH\neq JH$.

## (f) Weakening the Jastrow factor

Let $H$ and $J$ be Hermitian with $HJ\neq JH$, and let $t\neq0$ be a real strength. Show that $A_t=e^{-tJ}He^{tJ}$ satisfies
$$A_t^\dagger A_t\neq A_tA_t^\dagger.$$

Since $t$ is real, $tJ$ is Hermitian. If $A_t$ were normal, (e) would give $tHJ=tJH$, and dividing by $t$ contradicts the assumption. So however weak the correlator is, $A_t$ has no orthonormal eigenbasis, and the coefficients of an expansion in its normalised right eigenvectors are in general not the overlaps with those vectors.

```lean
/-- If the Hermitian matrices `H` and `J` do not commute, the transcorrelated Hamiltonian
with Jastrow matrix `t J` is not normal for any real strength `t ≠ 0`. -/
theorem not_normal_of_strength {H J : Matrix n n ℂ} (hH : H.IsHermitian)
    (hJ : J.IsHermitian) (hHJ : H * J ≠ J * H) {t : ℝ} (ht : t ≠ 0) :
    ¬ IsNormal (transcorrelated H ((t : ℂ) • J)) := by
  have htJ : ((t : ℂ) • J).IsHermitian := by
    rw [Matrix.IsHermitian, conjTranspose_smul, hJ.eq, Complex.star_def, Complex.conj_ofReal]
  have hN : IsNormal H := by rw [IsNormal, hH.eq]
  rw [transcorrelated_normal_iff hN htJ, Matrix.mul_smul, Matrix.smul_mul]
  intro h
  exact hHJ (smul_right_injective (Matrix n n ℂ) (Complex.ofReal_ne_zero.mpr ht) h)

end TranscorrelatedNormality
```

```lean
#print axioms TranscorrelatedNormality.not_normal_of_strength
```

```
'TranscorrelatedNormality.not_normal_of_strength' depends on axioms: [propext, Classical.choice, Quot.sound]
```
